# The operator r d/dr + (j+1) takes the j-th derivative of r^j(1−r)^n to the (j+1)-th derivative of r^(j+1)(1−r)^n

For natural numbers n and j, let R_j be the j-th derivative of the real polynomial r^j(1−r)^n. The theorem says that R_{j+1} = r R_j′ + (j+1) R_j, so a first-order differential operator raises j by one while n stays fixed. The polynomials are unnormalised: at j = n, R_n is n! times the Legendre polynomial P_n(1−2r), familiar from the angular part of central-field problems. The attempt first proves by induction a formula for the (k+1)-th derivative of a product X·p, then applies it with k = j and p = X^j(1−X)^n.

The first attempt, which Lean rejects:

```lean
import Mathlib

open Polynomial MeasureTheory Filter Topology
open scoped Nat

namespace RodriguesSucc

noncomputable section

/-- The `j`-th derivative of `r^j (1-r)^n`; for `j = n` this is the Rodrigues polynomial. -/
def rodrigues (n j : ℕ) : ℝ[X] := derivative^[j] (X ^ j * (1 - X) ^ n)

/-- Raising `j` by one acts on the Rodrigues polynomials as `r d/dr + (j+1)`. -/
theorem rodrigues_succ (n j : ℕ) : rodrigues n (j + 1)
    = X * derivative (rodrigues n j) + C ((j : ℝ) + 1) * rodrigues n j := by
  have h : ∀ (k : ℕ) (p : ℝ[X]), derivative^[k + 1] (X * p)
      = X * derivative^[k + 1] p + C ((k : ℝ) + 1) * derivative^[k] p := by
    intro k p
    induction k with
    | zero =>
      simp only [zero_add, Function.iterate_one, Function.iterate_zero, id_eq,
        derivative_mul, derivative_X, Nat.cast_zero, C_1]
      ring
    | succ k ih =>
      rw [Function.iterate_succ_apply', ih]
      simp only [derivative_add, derivative_mul, derivative_X, derivative_C,
        Function.iterate_succ_apply', Nat.cast_succ, C_add, C_1]
      ring
  unfold rodrigues
  rw [pow_succ', mul_assoc, h, Function.iterate_succ_apply']

end

end RodriguesSucc
```

Messages:

```
Try this:
  [apply] ring_nf
  
  The `ring` tactic failed to close the goal. Use `ring_nf` to obtain a normal form.
    
  Note that `ring` works primarily in *commutative* rings. If you have a noncommutative ring, abelian group or module, consider using `noncomm_ring`, `abel` or `module` instead.
Main.lean:24:16: error: unsolved goals
case succ
n j : ℕ
p : ℝ[X]
k : ℕ
ih : (⇑derivative)^[k + 1] (X * p) = X * (⇑derivative)^[k + 1] p + C (↑k + 1) * (⇑derivative)^[k] p
⊢ derivative ((⇑derivative)^[k] p) * 2 + derivative ((⇑derivative)^[k] p) * C ↑k +
        X * derivative (derivative ((⇑derivative)^[k] p)) +
      derivative 1 * (⇑derivative)^[k] p =
    derivative ((⇑derivative)^[k] p) * 2 + derivative ((⇑derivative)^[k] p) * C ↑k +
      X * derivative (derivative ((⇑derivative)^[k] p))
```

Diagnosis. The error is in the successor step of the induction. The message from `ring` says that it could not close the goal, and the unsolved goal shows why: the two sides agree except for an extra term on the left, `derivative 1 * (⇑derivative)^[k] p`.

That term comes from differentiating the constant `C (↑k + 1)`. As it stands, `derivative_C` would send its derivative to zero. But `simp only` also has `C_add` and `C_1`, and it simplifies inner terms first, so the constant becomes `C ↑k + 1` before its derivative is dealt with. `derivative_add` then splits the derivative in two. `derivative_C` removes the part with `C ↑k`, but it does not match `derivative 1`, where the `C` is gone. `ring` knows nothing about derivatives and treats `derivative 1` as an unknown quantity, so it cannot drop the term.

The repair adds `derivative_one`, which says that the derivative of 1 is zero. The extra term vanishes, and `ring` can close the goal.

Lean accepts the file once it reads:

```diff
@@ -25,5 +25,5 @@
       rw [Function.iterate_succ_apply', ih]
       simp only [derivative_add, derivative_mul, derivative_X, derivative_C,
-        Function.iterate_succ_apply', Nat.cast_succ, C_add, C_1]
+        derivative_one, Function.iterate_succ_apply', Nat.cast_succ, C_add, C_1]
       ring
   unfold rodrigues
```
